# Green's identity for continuous piecewise polynomials on a one-dimensional mesh

Let $x_0<x_1<\dots<x_{m+1}$ be a mesh, and let $u$ and $v$ be real functions that are continuous on $[x_0,x_{m+1}]$ and polynomial on each element $[x_i,x_{i+1}]$. If $v(x_0)=v(x_{m+1})=0$, then

$$
\int_{x_0}^{x_{m+1}} u'v'\,dt
= -\sum_{i=0}^{m}\int_{x_i}^{x_{i+1}} u''v\,dt
-\sum_{j=0}^{m-1} v(x_{j+1})\,J_j .
$$

Here $J_j$ is the jump of $u'$ at the interior node $x_{j+1}$, right slope minus left slope. With a single element, $m=0$, there are no interior nodes and the last sum is empty.

## Element residuals and slope jumps in a Schrödinger code

A finite element code with continuous elements assembles its kinetic matrix from integrals of $u'v'$, which need only first derivatives. Residual-based error estimation can start from the other side of the identity, which contains the second derivative inside each element and the slope jumps at the nodes. Whenever the sum of the jumps weighted by $v$ is nonzero, leaving it out or reversing its sign makes the two sides disagree.

For one particle in one dimension, with a continuous potential $V$, a real number $E$ and units in which $\hbar$ and the mass are 1, the relation reads

$$
\int_{x_0}^{x_{m+1}}\!\Big(\tfrac12u'v'+(V-E)uv\Big)dt
=\sum_{i=0}^{m}\int_{x_i}^{x_{i+1}}\!\Big(-\tfrac12u''+(V-E)u\Big)v\,dt
-\tfrac12\sum_{j=0}^{m-1}v(x_{j+1})J_j .
$$

The test function $v$ may have a higher degree than $u$. It may also live on a refinement of the mesh of $u$: take the finer mesh for both functions, and the slope of $u$ has no jump at the added nodes.

## Integration by parts, one element at a time

Write $p_i$ for the polynomial that equals $u$ on $[x_i,x_{i+1}]$, and $q_i$ for the one that equals $v$. The jump is then

$$
J_j = p_{j+1}'(x_{j+1})-p_j'(x_{j+1}).
$$

Inside element $i$ we have $u'=p_i'$, $u''=p_i''$ and $v'=q_i'$. Ordinary integration by parts gives

$$
\int_{x_i}^{x_{i+1}}u'v'\,dt
= p_i'(x_{i+1})v(x_{i+1})-p_i'(x_i)v(x_i)-\int_{x_i}^{x_{i+1}}u''v\,dt .
$$

Now sum over $i=0,\dots,m$ and collect the endpoint terms by node. The interior node $x_{j+1}$ is the right end of element $j$ and the left end of element $j+1$. Since $v$ has one value there, the two contributions combine to

$$
p_j'(x_{j+1})v(x_{j+1})-p_{j+1}'(x_{j+1})v(x_{j+1})=-v(x_{j+1})J_j .
$$

Only the outer terms $p_m'(x_{m+1})v(x_{m+1})-p_0'(x_0)v(x_0)$ remain, and they vanish because $v$ is zero at both ends. This is the identity.

Two consequences follow directly. If every $p_i$ has degree at most 1, then $u''=0$ inside each element and only the jumps remain. For the Schrödinger form, multiply the identity by $\tfrac12$, add $\int(V-E)uv$, and split that integral over the elements.

The hat function $u=v=1-|t|$ on the mesh $-1,0,1$ shows the size of the jump term. Its slopes are $1$ and $-1$, so $J_0=-2$, and $v(0)=1$. The element integrals of $u''v$ are zero, and the jump supplies the whole value $\int u'^2\,dt=2$.

## A discontinuous test function breaks the identity

On the same mesh take $u(t)=t$, and let $v(t)=0$ for $t<0$ and $v(t)=1-t$ for $t\ge 0$. This $v$ is zero at both ends but jumps at the origin. With derivatives taken inside the elements, the left side is $\int_0^1(-1)\,dt=-1$. On the right, $u''=0$ and $J_0=0$, so the total is $0$. The regrouping fails because the two elements see different values of $v$ at their common node. A discontinuous Galerkin code therefore needs a further term, with the jump of $v$.

## The identity and its consequences in Lean

```lean
import Mathlib

open MeasureTheory

namespace FiniteElementGreen

noncomputable section

/-- The function `u` equals the polynomial `p i` on each closed element `[x i, x (i+1)]`, `i = 0,
..., m`. -/
def IsPiecewisePoly (m : ℕ) (x : ℕ → ℝ) (u : ℝ → ℝ) (p : ℕ → Polynomial ℝ) : Prop :=
  ∀ i < m + 1, ∀ t ∈ Set.Icc (x i) (x (i + 1)), u t = (p i).eval t

/-- The jump (right minus left) of the slope at the node `x (j+1)`, which separates
elements `j` and `j+1`. -/
def slopeJump (x : ℕ → ℝ) (p : ℕ → Polynomial ℝ) (j : ℕ) : ℝ :=
  (p (j + 1)).derivative.eval (x (j + 1)) - (p j).derivative.eval (x (j + 1))

/-- Two integrands that agree inside an element have the same integral over it. -/
theorem integral_congr_element {f g : ℝ → ℝ} {a b : ℝ} (hab : a ≤ b)
    (h : ∀ t ∈ Set.Ioo a b, f t = g t) : ∫ t in a..b, f t = ∫ t in a..b, g t := by
  rw [intervalIntegral.integral_of_le hab, intervalIntegral.integral_of_le hab,
    integral_Ioc_eq_integral_Ioo, integral_Ioc_eq_integral_Ioo]
  exact setIntegral_congr_fun measurableSet_Ioo h

/-- An integrand that agrees with a continuous function inside an element is integrable
over that element. -/
theorem integrable_element {f g : ℝ → ℝ} {a b : ℝ} (hab : a ≤ b) (hg : Continuous g)
    (h : ∀ t ∈ Set.Ioo a b, f t = g t) : IntervalIntegrable f volume a b := by
  have hg' := (intervalIntegrable_iff_integrableOn_Ioo_of_le (μ := volume) hab).1
    (hg.intervalIntegrable a b)
  rw [intervalIntegrable_iff_integrableOn_Ioo_of_le hab]
  exact hg'.congr_fun (fun t ht => (h t ht).symm) measurableSet_Ioo

variable {m : ℕ} {x : ℕ → ℝ} {u v : ℝ → ℝ} {p q : ℕ → Polynomial ℝ}

/-- Inside an element the first and second derivatives of `u` are those of the element
polynomial. -/
theorem deriv_element (hu : IsPiecewisePoly m x u p) {i : ℕ} (hi : i < m + 1) {t : ℝ}
    (ht : t ∈ Set.Ioo (x i) (x (i + 1))) :
    deriv u t = (p i).derivative.eval t ∧
      deriv (deriv u) t = (p i).derivative.derivative.eval t := by
  have h1 : ∀ s ∈ Set.Ioo (x i) (x (i + 1)), deriv u s = (p i).derivative.eval s := by
    intro s hs
    have h : u =ᶠ[nhds s] fun r => (p i).eval r := by
      filter_upwards [Ioo_mem_nhds hs.1 hs.2] with r hr
      exact hu i hi r ⟨hr.1.le, hr.2.le⟩
    rw [h.deriv_eq]
    exact ((p i).hasDerivAt s).deriv
  refine ⟨h1 t ht, ?_⟩
  have h2 : deriv u =ᶠ[nhds t] fun r => (p i).derivative.eval r := by
    filter_upwards [Ioo_mem_nhds ht.1 ht.2] with r hr
    exact h1 r hr
  rw [h2.deriv_eq]
  exact ((p i).derivative.hasDerivAt t).deriv

/-- Endpoint terms summed over the elements regroup by node: two outer boundary terms
minus the slope jumps at the interior nodes, weighted by `v`. -/
theorem sum_endpoint_terms (x : ℕ → ℝ) (v : ℝ → ℝ) (p : ℕ → Polynomial ℝ) (m : ℕ) :
    ∑ i ∈ Finset.range (m + 1), ((p i).derivative.eval (x (i + 1)) * v (x (i + 1))
        - (p i).derivative.eval (x i) * v (x i))
      = (p m).derivative.eval (x (m + 1)) * v (x (m + 1))
        - (p 0).derivative.eval (x 0) * v (x 0)
        - ∑ j ∈ Finset.range m, v (x (j + 1)) * slopeJump x p j := by
  induction m with
  | zero => simp
  | succ m ih =>
    rw [Finset.sum_range_succ, ih, Finset.sum_range_succ]
    simp only [slopeJump]
    ring

/-- Green's identity on a mesh for arbitrary end values of `v`: boundary terms, element
integrals of `u'' v`, and slope jumps at the interior nodes. -/
theorem green_with_boundary (hx : ∀ i < m + 1, x i < x (i + 1))
    (hu : IsPiecewisePoly m x u p) (hv : IsPiecewisePoly m x v q) :
    ∫ t in x 0..x (m + 1), deriv u t * deriv v t
      = (p m).derivative.eval (x (m + 1)) * v (x (m + 1))
        - (p 0).derivative.eval (x 0) * v (x 0)
        - (∑ i ∈ Finset.range (m + 1), ∫ t in x i..x (i + 1), deriv (deriv u) t * v t)
        - ∑ j ∈ Finset.range m, v (x (j + 1)) * slopeJump x p j := by
  have hK : ∀ i < m + 1, ∀ t ∈ Set.Ioo (x i) (x (i + 1)), deriv u t * deriv v t
      = (p i).derivative.eval t * (q i).derivative.eval t := fun i hi t ht => by
    rw [(deriv_element hu hi ht).1, (deriv_element hv hi ht).1]
  have hint : ∀ i < m + 1, IntervalIntegrable (fun t => deriv u t * deriv v t) volume
      (x i) (x (i + 1)) := fun i hi => integrable_element (hx i hi).le
    ((p i).derivative.continuous.mul (q i).derivative.continuous) (hK i hi)
  -- integration by parts on a single element
  have hel : ∀ i ∈ Finset.range (m + 1), ∫ t in x i..x (i + 1), deriv u t * deriv v t
      = ((p i).derivative.eval (x (i + 1)) * v (x (i + 1))
        - (p i).derivative.eval (x i) * v (x i))
        - ∫ t in x i..x (i + 1), deriv (deriv u) t * v t := by
    intro i hi
    have hi := Finset.mem_range.1 hi
    have hL : ∀ t ∈ Set.Ioo (x i) (x (i + 1)), deriv (deriv u) t * v t
        = (p i).derivative.derivative.eval t * (q i).eval t := fun t ht => by
      rw [(deriv_element hu hi ht).2, hv i hi t ⟨ht.1.le, ht.2.le⟩]
    rw [integral_congr_element (hx i hi).le (hK i hi),
      integral_congr_element (hx i hi).le hL,
      hv i hi _ (Set.right_mem_Icc.2 (hx i hi).le),
      hv i hi _ (Set.left_mem_Icc.2 (hx i hi).le)]
    exact intervalIntegral.integral_mul_deriv_eq_deriv_mul
      (fun t _ => (p i).derivative.hasDerivAt t) (fun t _ => (q i).hasDerivAt t)
      ((p i).derivative.derivative.continuous.intervalIntegrable _ _)
      ((q i).derivative.continuous.intervalIntegrable _ _)
  rw [← intervalIntegral.sum_integral_adjacent_intervals hint, Finset.sum_congr rfl hel,
    Finset.sum_sub_distrib, sum_endpoint_terms]
  ring

/-- For `v` zero at both ends, the integral of `u' v'` is minus the element integrals of
`u'' v` minus the sum over interior nodes of `v` times the jump of `u'`. -/
theorem green_on_mesh (hx : ∀ i < m + 1, x i < x (i + 1))
    (hu : IsPiecewisePoly m x u p) (hv : IsPiecewisePoly m x v q)
    (h0 : v (x 0) = 0) (h1 : v (x (m + 1)) = 0) :
    ∫ t in x 0..x (m + 1), deriv u t * deriv v t
      = -(∑ i ∈ Finset.range (m + 1), ∫ t in x i..x (i + 1), deriv (deriv u) t * v t)
        - ∑ j ∈ Finset.range m, v (x (j + 1)) * slopeJump x p j := by
  rw [green_with_boundary hx hu hv, h0, h1]
  ring

/-- For linear elements `u` and `v` zero at both ends, the integral of `u' v'` is minus the sum over
interior nodes of `v` times the slope jump of `u`. -/
theorem green_linear_elements (hx : ∀ i < m + 1, x i < x (i + 1))
    (hu : IsPiecewisePoly m x u p) (hv : IsPiecewisePoly m x v q)
    (h0 : v (x 0) = 0) (h1 : v (x (m + 1)) = 0) (hp : ∀ i < m + 1, (p i).natDegree ≤ 1) :
    ∫ t in x 0..x (m + 1), deriv u t * deriv v t
      = -∑ j ∈ Finset.range m, v (x (j + 1)) * slopeJump x p j := by
  have hz : ∑ i ∈ Finset.range (m + 1),
      ∫ t in x i..x (i + 1), deriv (deriv u) t * v t = 0 := by
    refine Finset.sum_eq_zero fun i hi => ?_
    have hi := Finset.mem_range.1 hi
    have hd : (p i).derivative.derivative = 0 :=
      Polynomial.iterate_derivative_eq_zero (Nat.lt_succ_of_le (hp i hi))
    rw [integral_congr_element (g := fun _ => 0) (hx i hi).le (fun t ht => by
      rw [(deriv_element hu hi ht).2, hd, Polynomial.eval_zero, zero_mul])]
    exact intervalIntegral.integral_zero
  rw [green_on_mesh hx hu hv h0 h1, hz]
  ring

/-- For `v` zero at both ends and a continuous potential `V`, the weak form of `-u''/2 + (V - E) u`
tested with `v` is the sum of the element integrals of the residual times `v`, minus half the sum of
the slope jumps weighted by `v`. -/
theorem schrodinger_residual (hx : ∀ i < m + 1, x i < x (i + 1))
    (hu : IsPiecewisePoly m x u p) (hv : IsPiecewisePoly m x v q)
    (h0 : v (x 0) = 0) (h1 : v (x (m + 1)) = 0) {V : ℝ → ℝ} (hV : Continuous V) (E : ℝ) :
    ∫ t in x 0..x (m + 1), (1 / 2 * (deriv u t * deriv v t) + (V t - E) * u t * v t)
      = (∑ i ∈ Finset.range (m + 1), ∫ t in x i..x (i + 1),
          (-(1 / 2) * deriv (deriv u) t + (V t - E) * u t) * v t)
        - 1 / 2 * ∑ j ∈ Finset.range m, v (x (j + 1)) * slopeJump x p j := by
  have hK : ∀ i < m + 1, IntervalIntegrable (fun t => deriv u t * deriv v t) volume
      (x i) (x (i + 1)) := fun i hi => integrable_element (hx i hi).le
    (g := fun t => (p i).derivative.eval t * (q i).derivative.eval t)
    ((p i).derivative.continuous.mul (q i).derivative.continuous) (fun t ht => by
      rw [(deriv_element hu hi ht).1, (deriv_element hv hi ht).1])
  have hL : ∀ i < m + 1, IntervalIntegrable (fun t => deriv (deriv u) t * v t) volume
      (x i) (x (i + 1)) := fun i hi => integrable_element (hx i hi).le
    (g := fun t => (p i).derivative.derivative.eval t * (q i).eval t)
    ((p i).derivative.derivative.continuous.mul (q i).continuous) (fun t ht => by
      rw [(deriv_element hu hi ht).2, hv i hi t ⟨ht.1.le, ht.2.le⟩])
  have hW : ∀ i < m + 1, IntervalIntegrable (fun t => (V t - E) * u t * v t) volume
      (x i) (x (i + 1)) := fun i hi => integrable_element (hx i hi).le
    (g := fun t => (V t - E) * (p i).eval t * (q i).eval t)
    (((hV.sub (continuous_const : Continuous fun _ : ℝ => E)).mul
      (p i).continuous).mul (q i).continuous) (fun t ht => by
      rw [hu i hi t ⟨ht.1.le, ht.2.le⟩, hv i hi t ⟨ht.1.le, ht.2.le⟩])
  -- split each element residual into its kinetic and potential parts
  have hel : ∀ i ∈ Finset.range (m + 1), ∫ t in x i..x (i + 1),
      (-(1 / 2) * deriv (deriv u) t + (V t - E) * u t) * v t
      = -(1 / 2) * (∫ t in x i..x (i + 1), deriv (deriv u) t * v t)
        + ∫ t in x i..x (i + 1), (V t - E) * u t * v t := by
    intro i hi
    have hi := Finset.mem_range.1 hi
    rw [← intervalIntegral.integral_const_mul,
      ← intervalIntegral.integral_add ((hL i hi).const_mul _) (hW i hi)]
    refine intervalIntegral.integral_congr fun t _ => ?_
    ring
  rw [intervalIntegral.integral_add ((IntervalIntegrable.trans_iterate hK).const_mul _)
      (IntervalIntegrable.trans_iterate hW), intervalIntegral.integral_const_mul,
    green_on_mesh hx hu hv h0 h1, ← intervalIntegral.sum_integral_adjacent_intervals hW,
    Finset.sum_congr rfl hel, Finset.sum_add_distrib, ← Finset.mul_sum]
  ring

/-- The function `1 - |t|`, which on `[-1, 1]` is the hat function centred at the origin. -/
def hat (t : ℝ) : ℝ := 1 - |t|

/-- The uniform mesh `-1, 0, 1, ...`. -/
def hatMesh (i : ℕ) : ℝ := (i : ℝ) - 1

/-- The element polynomials of the hat function: `1 + t` on the first element, `1 - t` on
the second. -/
def hatPoly (i : ℕ) : Polynomial ℝ := if i = 0 then 1 + Polynomial.X else 1 - Polynomial.X

/-- The hat function is piecewise polynomial on the mesh `-1, 0, 1`, its slope jumps by
`-2` at the origin, and the integral of its squared slope is `2`. -/
theorem hat_witness : IsPiecewisePoly 1 hatMesh hat hatPoly ∧
    slopeJump hatMesh hatPoly 0 = -2 ∧ ∫ t in (-1 : ℝ)..1, deriv hat t * deriv hat t = 2 := by
  have hp : IsPiecewisePoly 1 hatMesh hat hatPoly := by
    intro i hi t ht
    have h1 := ht.1
    have h2 := ht.2
    interval_cases i
    · have h3 : t ≤ 0 := by norm_num [hatMesh] at h2; exact h2
      simp [hat, hatPoly, abs_of_nonpos h3]
    · have h3 : 0 ≤ t := by norm_num [hatMesh] at h1; exact h1
      simp [hat, hatPoly, abs_of_nonneg h3]
  have hj : slopeJump hatMesh hatPoly 0 = -2 := by norm_num [slopeJump, hatPoly]
  refine ⟨hp, hj, ?_⟩
  have e0 : hatMesh 0 = -1 := by norm_num [hatMesh]
  have e1 : hatMesh (0 + 1) = 0 := by norm_num [hatMesh]
  have e2 : hatMesh (1 + 1) = 1 := by norm_num [hatMesh]
  have h := green_linear_elements (m := 1) (fun i _ => by simp [hatMesh]) hp hp
    (by rw [e0]; norm_num [hat]) (by rw [e2]; norm_num [hat])
    (fun i _ => by unfold hatPoly; split_ifs <;> compute_degree)
  rw [e0, e2, Finset.sum_range_one, hj, e1] at h
  rw [h]
  norm_num [hat]

end

end FiniteElementGreen
```

```lean
#print axioms FiniteElementGreen.green_with_boundary
#print axioms FiniteElementGreen.green_linear_elements
#print axioms FiniteElementGreen.schrodinger_residual
```

```
'FiniteElementGreen.green_with_boundary' depends on axioms: [propext, Classical.choice, Quot.sound]
'FiniteElementGreen.green_linear_elements' depends on axioms: [propext, Classical.choice, Quot.sound]
'FiniteElementGreen.schrodinger_residual' depends on axioms: [propext, Classical.choice, Quot.sound]
```

## How the hypotheses encode the mesh

`IsPiecewisePoly m x u p` says that `u` equals the polynomial `p i` on the closed element from `x i` to `x (i + 1)`, for each `i < m + 1`. Because the elements are closed, neighbouring polynomials agree at the common node, and this is how continuity enters. Degrees may differ from element to element, and elements may differ in length. The hypothesis `hx` states that the nodes increase strictly.

The main theorem is `green_on_mesh`, with `h0` and `h1` as the end conditions on `v`; `u` has no end condition. `green_with_boundary` keeps the outer terms for arbitrary end values. `green_linear_elements` adds the degree bound, and `schrodinger_residual` adds the potential.

The derivatives are pointwise ones. At a kink Lean assigns `deriv u` the value 0, which does not affect the integrals because the nodes have measure zero. In particular, `deriv (deriv u)` contains no delta functions at the nodes; what they would contribute is carried by `slopeJump`. That definition fixes the sign as right minus left. A code that adds the outward normal derivatives of the two adjacent elements obtains the opposite sign.

## From element polynomials to the mesh sum

`deriv_element` identifies the derivatives of `u` inside an element. Near an interior point `u` coincides with its polynomial, so the first derivatives agree; the same argument applied to `deriv u` gives the second. `integral_congr_element` and `integrable_element` carry this over to integrals, using agreement on the open element only.

`sum_endpoint_terms` does the regrouping by induction on `m`: each new element adds one pair of endpoint terms and one new interior node, and `ring` checks the balance.

In `green_with_boundary`, the step `hel` is the integration by parts on one element. It replaces the integrands by polynomials and applies Mathlib's theorem for the interval. The element integrals are then joined into one integral over the mesh, and the endpoint terms are regrouped. `green_on_mesh` sets the end values to zero.

For linear elements, `hz` shows that every integral of $u''v$ is zero. In `schrodinger_residual`, the facts `hK`, `hL` and `hW` establish integrability of the kinetic, second-derivative and potential terms, which allows the integrals to be split. `hat_witness` checks the hat function against the definitions and obtains its integral from the linear-element theorem.

## Exact integrals, real functions, continuous potentials

The theorems concern exact integrals of real functions in one dimension. Quadrature error and rounding are absent, so a code that integrates $Vuv$ numerically satisfies the Schrödinger relation only up to its quadrature error, unless the rule is exact for the integrands or applied consistently on both sides. The potential is assumed continuous, which excludes a bare Coulomb singularity on the mesh and a potential step.

The number $E$ is arbitrary and need not be an eigenvalue, and $u$ need not solve a discrete problem. The relation rewrites a residual; it does not bound the error in an energy or a wavefunction.
